# Exchange and inversion split the polynomials in \(\xi_1,\eta_1,\xi_2,\eta_2,u\) into four sectors

Q: I antisymmetrised \(\xi_1\eta_1\xi_2\eta_2\) for a triplet basis of H₂ and got a zero row in the overlap matrix. In another run I mixed inversion parities, and the lowest root had the wrong symmetry. Can a theorem about bare polynomials help? There is no exponential in it, and no spin.

A: It can if all basis functions share the factor \(e^{-\alpha(\xi_1+\xi_2)}\), which exchange \(P\) and inversion \(I\) leave alone. Here \(\xi_i,\eta_i\) are the spheroidal coordinates of electron \(i\), and \(u\) is proportional to \(r_{12}\). Spatially symmetric functions go with singlets, antisymmetric ones with triplets. Kołos–Wolniewicz functions with unequal exponents or exponentials in \(\eta\) need a separate treatment.

In Lean 4 with Mathlib:

```lean
import Mathlib

open MvPolynomial

namespace JamesCoolidgeSymmetry

noncomputable section

/-- Real polynomials in the five variables ξ1, η1, ξ2, η2, u, numbered 0 to 4 in this order. -/
abbrev Poly := MvPolynomial (Fin 5) ℝ

/-- The monomial ξ1^m η1^j ξ2^n η2^k u^p. -/
def jc (m j n k p : ℕ) : Poly := X 0 ^ m * X 1 ^ j * X 2 ^ n * X 3 ^ k * X 4 ^ p
```

Q: Inversion also turns each azimuth by \(\pi\). Where is that?

A: It leaves \(\varphi_1-\varphi_2\) alone, and \(r_{12}\) is unchanged when both electrons are inverted. So \(I\) only flips \(\eta_1\) and \(\eta_2\), while \(P\) swaps the electron labels. Both are defined by substituting variables.

```lean
/-- Exchange of the two electrons: ξ1 ↔ ξ2 and η1 ↔ η2, with u unchanged. -/
def exchange : Poly →ₐ[ℝ] Poly := aeval ![X 2, X 3, X 0, X 1, X 4]

/-- Inversion: η1 and η2 change sign, the other variables are unchanged. -/
def inversion : Poly →ₐ[ℝ] Poly := aeval ![X 0, -X 1, X 2, -X 3, X 4]
```

A: The labels \(a,b\in\{0,1\}\) stand for the eigenvalues \((-1)^a\) of \(P\) and \((-1)^b\) of \(I\); \(b=0\) is gerade. `sector a b` is the intersection of the two eigenspaces. For a monomial \(M\), `adapted` is the unnormalised \(A_a(M)=M+(-1)^aPM\).

```lean
/-- The joint eigenspace with eigenvalue (-1)^a of exchange and (-1)^b of inversion. -/
def sector (a b : Fin 2) : Submodule ℝ Poly :=
  Module.End.eigenspace exchange.toLinearMap ((-1) ^ (a : ℕ)) ⊓
    Module.End.eigenspace inversion.toLinearMap ((-1) ^ (b : ℕ))

/-- The monomial plus (-1)^a times its exchanged partner: symmetrised for a = 0,
antisymmetrised for a = 1. -/
def adapted (a : Fin 2) (m j n k p : ℕ) : Poly :=
  jc m j n k p + (-1 : ℝ) ^ (a : ℕ) • exchange (jc m j n k p)
```

Q: Do these substitutions obey the right group laws?

A: Applying either one twice restores every variable. In both orders, \(PI\) and \(IP\) send \(\eta_1\to-\eta_2\), \(\eta_2\to-\eta_1\), and swap \(\xi_1,\xi_2\). Substitutions that agree on the variables agree on all polynomials; that is `algHom_ext`, and `fin_cases` runs through the five variables.

```lean
/-- Exchange and inversion each undo themselves when applied twice. -/
theorem involutions : Function.Involutive exchange ∧ Function.Involutive inversion := by
  have hP : exchange.comp exchange = AlgHom.id ℝ Poly := by
    apply MvPolynomial.algHom_ext
    intro i
    fin_cases i <;> simp [exchange]
  have hI : inversion.comp inversion = AlgHom.id ℝ Poly := by
    apply MvPolynomial.algHom_ext
    intro i
    fin_cases i <;> simp [inversion]
  exact ⟨fun f => DFunLike.congr_fun hP f, fun f => DFunLike.congr_fun hI f⟩

/-- Exchange and inversion commute. -/
theorem inversion_exchange (f : Poly) :
    inversion (exchange f) = exchange (inversion f) := by
  have h : inversion.comp exchange = exchange.comp inversion := by
    apply MvPolynomial.algHom_ext
    intro i
    fin_cases i <;> simp [exchange, inversion]
  exact DFunLike.congr_fun h f
```

A: On \(M=\xi_1^m\eta_1^j\xi_2^n\eta_2^ku^p\), exchange swaps \((m,j)\) with \((n,k)\), and \(IM=(-1)^{j+k}M\). In the code, `neg_pow` extracts the signs and `ring` reorders the factors.

```lean
/-- Exchange swaps the exponent pairs (m, j) and (n, k) of a monomial. -/
theorem exchange_jc (m j n k p : ℕ) : exchange (jc m j n k p) = jc n k m j p := by
  simp only [jc, exchange, map_mul, map_pow, aeval_X]
  change (X 2 ^ m * X 3 ^ j * X 0 ^ n * X 1 ^ k * X 4 ^ p : Poly) = _
  ring

/-- Inversion multiplies a monomial by (-1)^(j+k). -/
theorem inversion_jc (m j n k p : ℕ) :
    inversion (jc m j n k p) = (-1 : ℝ) ^ (j + k) • jc m j n k p := by
  simp only [jc, inversion, map_mul, map_pow, aeval_X]
  change (X 0 ^ m * (-X 1) ^ j * X 2 ^ n * (-X 3) ^ k * X 4 ^ p : Poly) = _
  rw [neg_pow (X 1 : Poly) j, neg_pow (X 3 : Poly) k, smul_eq_C_mul]
  simp only [map_pow, map_neg, map_one]
  ring
```

Q: Why can't a gerade polynomial contain odd monomials that cancel?

A: Apply \(1+(-1)^bI\). It multiplies \(M\) by \(1+(-1)^{b+j+k}\), which is 2 for matching parity and 0 otherwise. If \(If=(-1)^bf\), it also turns \(f\) into \(2f\), so \(f\) is a combination of matching monomials. `key` proves the first part by induction over monomials and sums; the converse inclusion is the sign rule for \(IM\).

```lean
/-- The gerade part (b = 0) is spanned by the monomials with j + k even, the ungerade part
(b = 1) by those with j + k odd. -/
theorem inversion_eigenspace (b : Fin 2) :
    Module.End.eigenspace inversion.toLinearMap ((-1 : ℝ) ^ (b : ℕ)) =
      Submodule.span ℝ {f | ∃ m j n k p, (j + k) % 2 = (b : ℕ) ∧ jc m j n k p = f} := by
  apply le_antisymm
  · set T := Submodule.span ℝ {f | ∃ m j n k p, (j + k) % 2 = (b : ℕ) ∧ jc m j n k p = f}
      with hT
    -- twice the parity projector sends every polynomial into the span
    have key : ∀ f : Poly, f + (-1 : ℝ) ^ (b : ℕ) • inversion f ∈ T := by
      intro f
      induction f using MvPolynomial.induction_on' with
      | monomial e c =>
        have he : monomial e c = c • jc (e 0) (e 1) (e 2) (e 3) (e 4) := by
          rw [monomial_eq, smul_eq_C_mul, Finsupp.prod_fintype, Fin.prod_univ_five, jc]
          intro i
          exact pow_zero _
        rw [he, map_smul, inversion_jc]
        by_cases h : (e 1 + e 3) % 2 = (b : ℕ)
        · have hj : jc (e 0) (e 1) (e 2) (e 3) (e 4) ∈ T :=
            Submodule.subset_span ⟨_, _, _, _, _, h, rfl⟩
          exact T.add_mem (T.smul_mem _ hj) (T.smul_mem _ (T.smul_mem _ (T.smul_mem _ hj)))
        · -- a monomial of the wrong parity is annihilated
          have h' : (e 1 + e 3 + 1) % 2 = (b : ℕ) := by
            have := b.isLt
            omega
          have hs : (-1 : ℝ) ^ (b : ℕ) = -(-1) ^ (e 1 + e 3) := by
            rw [← h', ← pow_eq_pow_mod (e 1 + e 3 + 1) (neg_one_sq : (-1 : ℝ) ^ 2 = 1),
              pow_succ, mul_neg_one]
          convert T.zero_mem using 1
          rw [hs]
          rcases neg_one_pow_eq_or ℝ (e 1 + e 3) with h1 | h1 <;> rw [h1] <;> module
      | add p q hp hq =>
        convert T.add_mem hp hq using 1
        rw [map_add]
        module
    intro f hf
    have hf' : inversion f = (-1 : ℝ) ^ (b : ℕ) • f := Module.End.mem_eigenspace_iff.1 hf
    convert T.smul_mem (1 / 2 : ℝ) (key f) using 1
    rw [hf']
    rcases neg_one_pow_eq_or ℝ (b : ℕ) with h1 | h1 <;> rw [h1] <;> module
  · apply Submodule.span_le.2
    rintro _ ⟨m, j, n, k, p, h, rfl⟩
    apply Module.End.mem_eigenspace_iff.2
    rw [AlgHom.toLinearMap_apply, inversion_jc,
      pow_eq_pow_mod (j + k) (neg_one_sq : (-1 : ℝ) ^ 2 = 1), h]
```

A: Since \(P^2=1\), \(PA_a(M)=PM+(-1)^aM=(-1)^aA_a(M)\). Both terms have the same \(j+k\), so inversion gives the common sign \((-1)^b\).

```lean
/-- If j + k has the parity of b, the adapted monomial lies in the sector (a, b). -/
theorem adapted_mem_sector (a b : Fin 2) (m j n k p : ℕ) (h : (j + k) % 2 = (b : ℕ)) :
    adapted a m j n k p ∈ sector a b := by
  have hP : ∀ g, exchange (exchange g) = g := involutions.1
  have hs : (-1 : ℝ) ^ (j + k) = (-1) ^ (b : ℕ) := by
    rw [pow_eq_pow_mod (j + k) (neg_one_sq : (-1 : ℝ) ^ 2 = 1), h]
  refine Submodule.mem_inf.2
    ⟨Module.End.mem_eigenspace_iff.2 ?_, Module.End.mem_eigenspace_iff.2 ?_⟩
  · rcases neg_one_pow_eq_or ℝ (a : ℕ) with e | e <;>
      simp only [adapted, AlgHom.toLinearMap_apply, map_add, map_smul, hP, e] <;> module
  · simp only [adapted, AlgHom.toLinearMap_apply, map_add, map_smul, inversion_exchange,
      inversion_jc, hs]
    module
```

Q: And my zero row?

A: For \(a=0\), setting all variables to 1 gives \(A_0(M)=2\), so it never vanishes. For \(a=1\), vanishing means \(M=PM\). Setting \(\xi_1=2\) and the rest to 1 gives \(2^m=2^n\); doing the same with \(\eta_1\) gives \(2^j=2^k\). Hence \((m,j)=(n,k)\), and then \(M-PM=0\) indeed.

Q: But \(|\eta_1|\le1\).

A: The identity is between polynomials, so any point may test it. The physical region contains an open set in the five variables, so a polynomial that vanishes there is zero anyway.

```lean
/-- An adapted monomial vanishes exactly when it is antisymmetrised and (m, j) = (n, k). -/
theorem adapted_eq_zero_iff (a : Fin 2) (m j n k p : ℕ) :
    adapted a m j n k p = 0 ↔ a = 1 ∧ (m, j) = (n, k) := by
  have ev : ∀ (v : Fin 5 → ℝ) (m j n k p : ℕ), eval v (jc m j n k p) =
      v 0 ^ m * v 1 ^ j * v 2 ^ n * v 3 ^ k * v 4 ^ p := by
    intro v m j n k p
    simp only [jc, map_mul, map_pow, eval_X]
  rw [adapted, exchange_jc]
  obtain rfl | rfl : a = 0 ∨ a = 1 := by omega
  · constructor
    · intro h
      simp only [Fin.val_zero, pow_zero, one_smul] at h
      -- at the point (1,1,1,1,1) the symmetric sum equals 2
      have h1 := congrArg (eval (fun _ => (1 : ℝ))) h
      rw [map_add, ev, ev, map_zero] at h1
      norm_num at h1
    · rintro ⟨h, _⟩
      exact absurd h (by decide)
  · constructor
    · intro h
      simp only [Fin.val_one, pow_one, neg_smul, one_smul] at h
      have h' : jc m j n k p = jc n k m j p := by linear_combination h
      -- setting one variable to 2 and the others to 1 reads off its exponent
      have h1 := congrArg (eval ![(2 : ℝ), 1, 1, 1, 1]) h'
      have h2 := congrArg (eval ![(1 : ℝ), 2, 1, 1, 1]) h'
      rw [ev, ev] at h1 h2
      have h3 : (2 : ℝ) ^ m = 2 ^ n := by simpa using h1
      have h4 : (2 : ℝ) ^ j = 2 ^ k := by simpa using h2
      have hm : m = n := pow_right_injective₀ (by norm_num) (by norm_num) h3
      have hj : j = k := pow_right_injective₀ (by norm_num) (by norm_num) h4
      exact ⟨rfl, by rw [hm, hj]⟩
    · rintro ⟨-, h⟩
      obtain ⟨rfl, rfl⟩ := Prod.mk.inj h
      simp
```

Q: Do the adapted monomials exhaust each sector?

A: Yes. Write \(f\) in the sector as \(\sum_i c_iM_i\) with parity \(b\), and apply \(1+(-1)^aP\): \(2f=\sum_i c_iA_a(M_i)\). The `comap` step carries the span through this linear map. They span but are not a basis: swapping \((m,j)\) and \((n,k)\) repeats a function up to sign, so keep one of each pair, and for \(a=1\) also drop the zero functions with \((m,j)=(n,k)\).

```lean
/-- The sector (a, b) is spanned by the adapted monomials whose j + k has the parity of b. -/
theorem sector_eq_span (a b : Fin 2) :
    sector a b = Submodule.span ℝ
      {f | ∃ m j n k p, (j + k) % 2 = (b : ℕ) ∧ adapted a m j n k p = f} := by
  apply le_antisymm
  · intro f hf
    obtain ⟨hP, hI⟩ := Submodule.mem_inf.1 hf
    have hP' : exchange f = (-1 : ℝ) ^ (a : ℕ) • f := Module.End.mem_eigenspace_iff.1 hP
    rw [inversion_eigenspace] at hI
    set T := Submodule.span ℝ
      {f | ∃ m j n k p, (j + k) % 2 = (b : ℕ) ∧ adapted a m j n k p = f} with hT
    -- (anti)symmetrisation carries monomials to adapted monomials
    have key : Submodule.span ℝ {f | ∃ m j n k p, (j + k) % 2 = (b : ℕ) ∧ jc m j n k p = f} ≤
        T.comap (LinearMap.id + (-1 : ℝ) ^ (a : ℕ) • exchange.toLinearMap) := by
      apply Submodule.span_le.2
      rintro _ ⟨m, j, n, k, p, h, rfl⟩
      exact Submodule.subset_span ⟨m, j, n, k, p, h, rfl⟩
    have h2 : f + (-1 : ℝ) ^ (a : ℕ) • exchange f ∈ T := key hI
    convert T.smul_mem (1 / 2 : ℝ) h2 using 1
    rw [hP']
    rcases neg_one_pow_eq_or ℝ (a : ℕ) with e | e <;> rw [e] <;> module
  · apply Submodule.span_le.2
    rintro _ ⟨m, j, n, k, p, h, rfl⟩
    exact adapted_mem_sector a b m j n k p h
```

Q: Is the splitting unique?

A: The components are
\[
g_{ab}=\tfrac14\bigl(f+(-1)^aPf+(-1)^bIf+(-1)^{a+b}PIf\bigr).
\]
\(P\) and \(I\) permute the four terms, giving the factors \((-1)^a\) and \((-1)^b\). Summed over \(a,b\), all but \(f\) cancel. If \(f=\sum_{i,j}h_{ij}\) is any such splitting, the formula weights \(h_{ij}\) by \(\tfrac14(1+(-1)^{a+i})(1+(-1)^{b+j})\), which is 1 for \((i,j)=(a,b)\) and 0 otherwise, so \(g_{ab}=h_{ab}\). `module` does this bookkeeping. No sector is zero, since each contains \(\xi_1\eta_1^b+(-1)^a\xi_2\eta_2^b\ne0\).

```lean
/-- All four sectors are nonzero, and every polynomial is in exactly one way a sum of
four components, one from each sector. -/
theorem four_sector_decomposition :
    (∀ a b, sector a b ≠ ⊥) ∧
    ∀ f : Poly, ∃! g : Fin 2 → Fin 2 → Poly,
      (∀ a b, g a b ∈ sector a b) ∧ ∑ a, ∑ b, g a b = f := by
  have hPP : ∀ g, exchange (exchange g) = g := involutions.1
  have hII : ∀ g, inversion (inversion g) = g := involutions.2
  constructor
  · intro a b h
    have hm := adapted_mem_sector a b 1 b 0 0 0 (by omega)
    rw [h, Submodule.mem_bot, adapted_eq_zero_iff] at hm
    simp at hm
  · intro f
    -- the components are given by the projectors (1 ± P)(1 ± I)/4
    refine ⟨fun a b => (1 / 4 : ℝ) • (f + (-1 : ℝ) ^ (a : ℕ) • exchange f +
      (-1 : ℝ) ^ (b : ℕ) • inversion f +
      ((-1 : ℝ) ^ (a : ℕ) * (-1 : ℝ) ^ (b : ℕ)) • exchange (inversion f)), ⟨?_, ?_⟩, ?_⟩
    · intro a b
      refine Submodule.mem_inf.2
        ⟨Module.End.mem_eigenspace_iff.2 ?_, Module.End.mem_eigenspace_iff.2 ?_⟩
      · rcases neg_one_pow_eq_or ℝ (a : ℕ) with e | e <;>
          simp only [AlgHom.toLinearMap_apply, map_add, map_smul, hPP, e] <;> module
      · rcases neg_one_pow_eq_or ℝ (b : ℕ) with e | e <;>
          simp only [AlgHom.toLinearMap_apply, map_add, map_smul, inversion_exchange, hII, e] <;>
          module
    · simp only [Fin.sum_univ_two, Fin.val_zero, Fin.val_one, pow_zero, pow_one]
      module
    · rintro g ⟨hg, rfl⟩
      have hP : ∀ i j, exchange (g i j) = (-1 : ℝ) ^ (i : ℕ) • g i j := fun i j =>
        Module.End.mem_eigenspace_iff.1 (Submodule.mem_inf.1 (hg i j)).1
      have hI : ∀ i j, inversion (g i j) = (-1 : ℝ) ^ (j : ℕ) • g i j := fun i j =>
        Module.End.mem_eigenspace_iff.1 (Submodule.mem_inf.1 (hg i j)).2
      funext a b
      obtain rfl | rfl : a = 0 ∨ a = 1 := by omega
      all_goals
        obtain rfl | rfl : b = 0 ∨ b = 1 := by omega
        all_goals
          simp only [Fin.sum_univ_two, map_add, map_smul, hP, hI, Fin.val_zero, Fin.val_one,
            pow_zero, pow_one]
          module

end

end JamesCoolidgeSymmetry
```

Q: Show me one with numbers.

A: Take \(f=4\xi_1+6\eta_2\). Then
\[
g_{00}=2(\xi_1+\xi_2),\quad g_{10}=2(\xi_1-\xi_2),\quad g_{01}=3(\eta_1+\eta_2),\quad g_{11}=3(\eta_2-\eta_1),
\]
and they add up to \(f\). For a homonuclear two-electron molecule with fixed nuclei, a spin-free Hamiltonian and the common exponential, the variational problem can be solved in each sector separately.

```lean
#print axioms JamesCoolidgeSymmetry.sector_eq_span
-- 'JamesCoolidgeSymmetry.sector_eq_span' depends on axioms: [propext, Classical.choice, Quot.sound]
#print axioms JamesCoolidgeSymmetry.four_sector_decomposition
-- 'JamesCoolidgeSymmetry.four_sector_decomposition' depends on axioms: [propext, Classical.choice, Quot.sound]
```
